# The variance of Jz in a normalised coherent state of spin n/2

For a single spin n/2, with Jz in units of ħ, the theorem `coherent_variance` concerns the coherent vector whose components are √C(n,k) zᵏ / √((1+|z|²)ⁿ), for k = 0, …, n. It states that, for every natural number n and every complex z, this vector has norm one and the variance of Jz in it is n|z|²/(1+|z|²)². The proof uses the fact that the level populations are binomial with success probability t = |z|²/(1+|z|²). It then takes the binomial sums it needs from Mathlib's identities for Bernstein polynomials, evaluated at t.

An attempt in Lean 4 with a fault in it:

```lean
import Mathlib

open Matrix

namespace CoherentVariance

noncomputable section

/-- The operator Jz of a spin n/2, diagonal with entries n/2 - k for k = 0, ..., n. -/
def Jz (n : ℕ) : Matrix (Fin (n + 1)) (Fin (n + 1)) ℂ :=
  diagonal fun k => (((n : ℝ) / 2 - ((k : ℕ) : ℝ) : ℝ) : ℂ)

/-- The real part of ⟨v, A v⟩, the expectation of a Hermitian A in a unit vector v. -/
def expect {n : ℕ} (A : Matrix (Fin (n + 1)) (Fin (n + 1)) ℂ) (v : Fin (n + 1) → ℂ) : ℝ :=
  (star v ⬝ᵥ A *ᵥ v).re

/-- The variance ⟨A²⟩ - ⟨A⟩² of a Hermitian A in a unit vector v. -/
def variance {n : ℕ} (A : Matrix (Fin (n + 1)) (Fin (n + 1)) ℂ) (v : Fin (n + 1) → ℂ) : ℝ :=
  expect (A * A) v - expect A v ^ 2

/-- The normalized spin coherent vector, with components proportional to
sqrt(choose(n,k)) z^k. -/
def coherent (n : ℕ) (z : ℂ) (k : Fin (n + 1)) : ℂ :=
  ((√(n.choose k : ℝ) : ℝ) : ℂ) * z ^ (k : ℕ) / ((√((1 + ‖z‖ ^ 2) ^ n) : ℝ) : ℂ)

/-- The binomial probability of k successes in n trials with success probability t. -/
def binom (n : ℕ) (t : ℝ) (k : ℕ) : ℝ := (n.choose k : ℝ) * t ^ k * (1 - t) ^ (n - k)

/-- A real diagonal observable has as expectation the sum of its entries weighted with the
populations. -/
theorem expect_diagonal {n : ℕ} (d : Fin (n + 1) → ℝ) (v : Fin (n + 1) → ℂ) :
    expect (diagonal fun k => (d k : ℂ)) v = ∑ k, d k * ‖v k‖ ^ 2 := by
  simp only [expect, dotProduct, mulVec_diagonal, Pi.star_apply, Complex.re_sum]
  refine Finset.sum_congr rfl fun k _ => ?_
  rw [Complex.sq_norm, Complex.normSq_apply]
  simp [Complex.mul_re, Complex.mul_im]
  ring

/-- The expectation of the square of Jz is the sum of (n/2 - k)² weighted with the
populations. -/
theorem expect_Jz_sq {n : ℕ} (v : Fin (n + 1) → ℂ) :
    expect (Jz n * Jz n) v
      = ∑ k : Fin (n + 1), ((n : ℝ) / 2 - ((k : ℕ) : ℝ)) ^ 2 * ‖v k‖ ^ 2 := by
  have h : Jz n * Jz n = diagonal fun k : Fin (n + 1) =>
      ((((n : ℝ) / 2 - ((k : ℕ) : ℝ)) ^ 2 : ℝ) : ℂ) := by
    rw [Jz, diagonal_mul_diagonal]
    refine congrArg diagonal (funext fun k => ?_)
    push_cast
    ring
  rw [h]
  exact expect_diagonal (fun k => ((n : ℝ) / 2 - ((k : ℕ) : ℝ)) ^ 2) v

/-- The level populations of the coherent vector are binomial with success probability
|z|²/(1+|z|²). -/
theorem coherent_population (n : ℕ) (z : ℂ) (k : Fin (n + 1)) :
    ‖coherent n z k‖ ^ 2 = binom n (‖z‖ ^ 2 / (1 + ‖z‖ ^ 2)) k := by
  have hx : 1 + ‖z‖ ^ 2 ≠ 0 := by positivity
  have ht : 1 - ‖z‖ ^ 2 / (1 + ‖z‖ ^ 2) = 1 / (1 + ‖z‖ ^ 2) := by
    rw [eq_div_iff hx, sub_mul, div_mul_cancel₀ _ hx]
    ring
  have hc : (0 : ℝ) ≤ (n.choose k : ℝ) := Nat.cast_nonneg _
  have hq : 0 ≤ (1 + ‖z‖ ^ 2) ^ n := by positivity
  have hn : (1 + ‖z‖ ^ 2) ^ n = (1 + ‖z‖ ^ 2) ^ (k : ℕ) * (1 + ‖z‖ ^ 2) ^ (n - (k : ℕ)) := by
    rw [← pow_add, Nat.add_sub_cancel' (Nat.le_of_lt_succ k.isLt)]
  rw [binom, ht, coherent, norm_div, norm_mul, norm_pow, Complex.norm_real, Complex.norm_real,
    Real.norm_of_nonneg (Real.sqrt_nonneg _), Real.norm_of_nonneg (Real.sqrt_nonneg _),
    div_pow, mul_pow, Real.sq_sqrt hc, Real.sq_sqrt hq, hn, div_pow, div_pow, one_pow,
    pow_right_comm ‖z‖ (k : ℕ) 2]
  field_simp

/-- The normalized coherent vector is a unit vector, and its Jz variance is
n|z|²/(1+|z|²)². -/
theorem coherent_variance (n : ℕ) (z : ℂ) :
    ∑ k, ‖coherent n z k‖ ^ 2 = 1 ∧
    variance (Jz n) (coherent n z) = n * ‖z‖ ^ 2 / (1 + ‖z‖ ^ 2) ^ 2 := by
  have hx : 1 + ‖z‖ ^ 2 ≠ 0 := by positivity
  rw [variance, expect_Jz_sq, Jz, expect_diagonal]
  simp only [coherent_population]
  have ht : (n : ℝ) * ‖z‖ ^ 2 / (1 + ‖z‖ ^ 2) ^ 2 = n * (‖z‖ ^ 2 / (1 + ‖z‖ ^ 2))
      * (1 - ‖z‖ ^ 2 / (1 + ‖z‖ ^ 2)) := by
    field_simp
    ring
  rw [ht]
  generalize ‖z‖ ^ 2 / (1 + ‖z‖ ^ 2) = t
  -- binomial moments from the Bernstein polynomials
  have h0 := congrArg (Polynomial.eval t) (bernsteinPolynomial.sum ℝ n)
  have h1 := congrArg (Polynomial.eval t) (bernsteinPolynomial.sum_smul ℝ n)
  have h2 := congrArg (Polynomial.eval t) (bernsteinPolynomial.variance ℝ n)
  simp only [Polynomial.eval_finset_sum, bernsteinPolynomial, Polynomial.eval_mul,
    Polynomial.eval_pow, Polynomial.eval_sub, Polynomial.eval_natCast, Polynomial.eval_X,
    Polynomial.eval_one, nsmul_eq_mul, Finset.sum_range, ← binom] at h0 h1 h2
  refine ⟨h0, ?_⟩
  have e1 : ∑ k : Fin (n + 1), ((n : ℝ) / 2 - ((k : ℕ) : ℝ)) * binom n t k
      = (n : ℝ) / 2 * ∑ k : Fin (n + 1), binom n t k
        - ∑ k : Fin (n + 1), ((k : ℕ) : ℝ) * binom n t k := by
    rw [Finset.mul_sum, ← Finset.sum_sub_distrib]
    exact Finset.sum_congr rfl fun k _ => by ring
  have e2 : ∑ k : Fin (n + 1), ((n : ℝ) / 2 - ((k : ℕ) : ℝ)) ^ 2 * binom n t k
      = ∑ k : Fin (n + 1), ((n : ℝ) * t - ((k : ℕ) : ℝ)) ^ 2 * binom n t k
        + ((n : ℝ) ^ 2 / 4 - (n * t) ^ 2) * ∑ k : Fin (n + 1), binom n t k
        - (n - 2 * (n * t)) * ∑ k : Fin (n + 1), ((k : ℕ) : ℝ) * binom n t k := by
    rw [Finset.mul_sum, Finset.mul_sum, ← Finset.sum_add_distrib, ← Finset.sum_sub_distrib]
    exact Finset.sum_congr rfl fun k _ => by ring
  rw [e1, e2, h0, h1, h2]
  ring

end

end CoherentVariance
```

Compiling this gives:

```
Main.lean:89:13: warning: `Polynomial.eval_finset_sum` has been deprecated: Use `Polynomial.eval_finsetSum` instead
Main.lean:91:57: error: Invalid `←` modifier: `binom` is a declaration name to be unfolded

Hint: The simplifier cannot "refold" definitions by name. Use `rw` for this instead,
                      or use the `←` simp modifier with an equational lemma for `binom`.
Main.lean:104:14: error: Tactic `rewrite` failed: Did not find an occurrence of the pattern
  ∑ x, ↑(n.choose ↑x) * t ^ ↑x * (1 - t) ^ (n - ↑x)
in the target expression
  ∑ k, (↑n * t - ↑↑k) ^ 2 * binom n t ↑k + (↑n ^ 2 / 4 - (↑n * t) ^ 2) * ∑ k, binom n t ↑k -
        (↑n - 2 * (↑n * t)) * ∑ k, ↑↑k * binom n t ↑k -
      (↑n / 2 * ∑ k, binom n t ↑k - ∑ k, ↑↑k * binom n t ↑k) ^ 2 =
    ↑n * t * (1 - t)

n : ℕ
z : ℂ
hx : 1 + ‖z‖ ^ 2 ≠ 0
ht : ↑n * ‖z‖ ^ 2 / (1 + ‖z‖ ^ 2) ^ 2 = ↑n * (‖z‖ ^ 2 / (1 + ‖z‖ ^ 2)) * (1 - ‖z‖ ^ 2 / (1 + ‖z‖ ^ 2))
t : ℝ
h0 : ∑ x, ↑(n.choose ↑x) * t ^ ↑x * (1 - t) ^ (n - ↑x) = 1
h1 : ∑ x, ↑↑x * (↑(n.choose ↑x) * t ^ ↑x * (1 - t) ^ (n - ↑x)) = ↑n * t
h2 : ∑ x, (↑n * t - ↑↑x) ^ 2 * (↑(n.choose ↑x) * t ^ ↑x * (1 - t) ^ (n - ↑x)) = ↑n * t * (1 - t)
e1 : ∑ k, (↑n / 2 - ↑↑k) * binom n t ↑k = ↑n / 2 * ∑ k, binom n t ↑k - ∑ k, ↑↑k * binom n t ↑k
e2 :
  ∑ k, (↑n / 2 - ↑↑k) ^ 2 * binom n t ↑k =
    ∑ k, (↑n * t - ↑↑k) ^ 2 * binom n t ↑k + (↑n ^ 2 / 4 - (↑n * t) ^ 2) * ∑ k, binom n t ↑k -
      (↑n - 2 * (↑n * t)) * ∑ k, ↑↑k * binom n t ↑k
⊢ ∑ k, (↑n * t - ↑↑k) ^ 2 * binom n t ↑k + (↑n ^ 2 / 4 - (↑n * t) ^ 2) * ∑ k, binom n t ↑k -
        (↑n - 2 * (↑n * t)) * ∑ k, ↑↑k * binom n t ↑k -
      (↑n / 2 * ∑ k, binom n t ↑k - ∑ k, ↑↑k * binom n t ↑k) ^ 2 =
    ↑n * t * (1 - t)
```

Lean accepts the file once it reads:

```diff
@@ -87,7 +87,11 @@
   have h1 := congrArg (Polynomial.eval t) (bernsteinPolynomial.sum_smul ℝ n)
   have h2 := congrArg (Polynomial.eval t) (bernsteinPolynomial.variance ℝ n)
-  simp only [Polynomial.eval_finset_sum, bernsteinPolynomial, Polynomial.eval_mul,
+  simp only [Polynomial.eval_finsetSum, bernsteinPolynomial, Polynomial.eval_mul,
     Polynomial.eval_pow, Polynomial.eval_sub, Polynomial.eval_natCast, Polynomial.eval_X,
-    Polynomial.eval_one, nsmul_eq_mul, Finset.sum_range, ← binom] at h0 h1 h2
+    Polynomial.eval_one, nsmul_eq_mul, Finset.sum_range] at h0 h1 h2
+  change ∑ k : Fin (n + 1), binom n t k = 1 at h0
+  change ∑ k : Fin (n + 1), ((k : ℕ) : ℝ) * binom n t k = n * t at h1
+  change ∑ k : Fin (n + 1), ((n : ℝ) * t - ((k : ℕ) : ℝ)) ^ 2 * binom n t k
+    = n * t * (1 - t) at h2
   refine ⟨h0, ?_⟩
   have e1 : ∑ k : Fin (n + 1), ((n : ℝ) / 2 - ((k : ℕ) : ℝ)) * binom n t k
```

The first error concerns `← binom` in the `simp only` call. `binom` is a definition, which `simp` can unfold but cannot fold back by name. Lean reports this and carries on, leaving `h0`, `h1` and `h2` with the binomial weights written out.

The second error follows from this. `rw [h0]` looks for the written-out sum, but the goal contains `binom n t ↑k`, and `rw` does not unfold `binom` to find a match. The earlier `refine ⟨h0, ?_⟩` raised no error, because there Lean only had to check that the two forms agree by definition.

The repair removes `← binom` and restates the three hypotheses with `change`, which accepts a new form that is equal by definition. They now speak of `binom`, as the goal does, so the rewrites find their patterns. Replacing the deprecated `Polynomial.eval_finset_sum` by `Polynomial.eval_finsetSum` is mere tidying that removes the warning.
